# The Hubbard U from a bare response read one mixing step late: an exact formula for a linear one-site model

In a linear-response calculation of the Hubbard U, a small potential shift is applied to the localised orbitals of a site, and the change of their occupation is recorded. Two responses are needed. The screened one comes from the self-consistent end of the perturbed run. The bare one is the response before the electrons have reacted to their own rearrangement. When it is taken from the same run, it is read at the start, before the potential is updated. If the script that collects the occupations is off by one iteration, the number it calls bare already contains some screening. How wrong is the resulting U?

## The shifted value of U and its upper bound

Let −x be the bare response of the site, with x > 0, and let U > 0 be the interaction. The literature usually writes χ₀ for the bare response and χ for the screened one; here the screened response is called X. The recipe and the screened response are

U = 1/χ₀ − 1/χ,  χ₀ = −x,  χ = X = −x/(1 + Ux).

Let b > 0 be the linear mixing parameter. Read one mixed update late, the supposed bare response is

X₁ = −x(1 − bUx).

If bUx < 1, the recipe then returns

1/X₁ − 1/X = U(1 − b/(1 − bUx)) < (1 − b)U.

The condition bUx < 1 means that the late response still has the sign of the bare one. The extracted value is negative exactly when b(1 + Ux) > 1. With b = 1, which is iteration without damping, it is therefore always negative under the same condition.

## Picking the bare response out of an iteration log

The formula concerns codes and scripts that obtain both responses from one perturbed run, restarted from the converged unperturbed potential. The occupations from the first diagonalisation belong to the external shift alone. Those from the second belong to the shift plus a fraction b of the first output potential. For DFT+U work this distinction decides which line of the log supplies χ₀, and the formula gives the size of the error for a single site with strictly linear response.

The model also suggests a check. The correct reading gives U for every b, whereas the reading one update late depends on b. If the extracted U moves when only the mixing parameter is changed, the iteration index is a natural suspect.

## From the mixing recursion to the error in U

Let α be the external potential shift, n the occupation change and v the induced potential. In many codes α or β denotes the mixing parameter; here that is b. The site responds to the total potential change, and the output potential is U times the occupation change.

**The screened response.** At self-consistency v = Un, so

n = −x(α + Un),

n(1 + Ux) = −xα,

n = −xα/(1 + Ux) = Xα.

**The iteration.** Let vₖ be the induced potential after k updates and nₖ the occupation change it produces:

v₀ = 0,  nₖ = −x(α + vₖ),  vₖ₊₁ = (1 − b)vₖ + bUnₖ.

Inserting nₖ gives

vₖ₊₁ = r vₖ − bUxα,  r = 1 − b(1 + Ux).

The value V = −Uxα/(1 + Ux) is left unchanged by this map, because

rV − bUxα = V − b(1 + Ux)V − bUxα = V + bUxα − bUxα = V.

Subtracting V from both sides of the recursion gives vₖ₊₁ − V = r(vₖ − V). Since v₀ = 0,

vₖ = V(1 − rᵏ).

Every vₖ is proportional to α, and so is every nₖ. The response after k updates, Xₖ = nₖ/α for α ≠ 0, is

Xₖ = −x(1 − Ux(1 − rᵏ)/(1 + Ux)) = X(1 + Ux rᵏ).

**Reading at k = 0.** Here X₀ = X(1 + Ux) = −x, and

1/X₀ − 1/X = −1/x + (1 + Ux)/x = U.

**Reading at k = 1.** One update gives v₁ = −bUxα, hence X₁ = −x(1 − bUx). Then

1/X₁ − 1/X = −1/(x(1 − bUx)) + 1/x + U

= U − (1/x) · bUx/(1 − bUx)

= U(1 − b/(1 − bUx)).

**Bound and sign.** Since 0 < 1 − bUx < 1, the fraction b/(1 − bUx) is larger than b, which gives the strict bound (1 − b)U. The extracted value is negative when b/(1 − bUx) > 1, that is, when b > 1 − bUx, or b(1 + Ux) > 1. Each of these steps can be reversed.

**Later readings.** If 0 < b(1 + Ux) < 2, then |r| < 1 and Xₖ tends to X. The two inverse responses approach each other, and the extracted U tends to zero.

**A numerical instance.** Take U = 5 eV, x = 0.1 eV⁻¹ and b = 0.4. Then Ux = 0.5, bUx = 0.2 and 1/X = −15 eV.

- The correct reading has 1/X₀ = −10 eV and returns −10 + 15 = 5 eV.
- One update late, X₁ = −0.08 eV⁻¹ and 1/X₁ = −12.5 eV. The result is 2.5 eV, below the bound of 3 eV.
- With b = 1 instead, X₁ = −0.05 eV⁻¹ and 1/X₁ = −20 eV. The result is −5 eV.

For this site the sign changes at b = 2/3.

## The one-site iteration in Lean

```lean
import Mathlib

open Filter Topology

namespace LinearResponseU

noncomputable section

/-- Occupation change of a site with bare response `-x` when its total potential changes
by `w`. -/
def occupation (x w : ℝ) : ℝ := -x * w

/-- Induced potential after `k` linearly mixed updates with mixing parameter `b`, under a
constant perturbation `α`; the output potential is `U` times the occupation change. -/
def inducedPotential (x U b α : ℝ) : ℕ → ℝ
  | 0 => 0
  | k + 1 => (1 - b) * inducedPotential x U b α k
      + b * (U * occupation x (α + inducedPotential x U b α k))

/-- Response read after `k` potential updates: the occupation change under a unit
perturbation. -/
def response (x U b : ℝ) (k : ℕ) : ℝ :=
  occupation x (1 + inducedPotential x U b 1 k)

/-- The screened response `X = -x / (1 + U x)`, for `1 + U x ≠ 0`. -/
def screenedResponse (x U : ℝ) : ℝ := -x / (1 + U * x)

/-- The interaction extracted when the response after `k` updates is taken for the bare one:
the difference of the inverse responses, for nonzero responses and `1 + U x ≠ 0`. -/
def extractedU (x U b : ℝ) (k : ℕ) : ℝ :=
  1 / response x U b k - 1 / screenedResponse x U

/-- For `1 + U x ≠ 0`, an occupation change `n` is self-consistent under the perturbation `α`
exactly when it is the screened response times `α`. -/
theorem selfConsistent_iff {x U : ℝ} (h : 1 + U * x ≠ 0) (α n : ℝ) :
    n = occupation x (α + U * n) ↔ n = screenedResponse x U * α := by
  unfold occupation screenedResponse
  rw [div_mul_eq_mul_div, eq_div_iff h]
  constructor <;> intro hn <;> linear_combination hn

/-- At every iteration the occupation change is the response times the perturbation. -/
theorem occupation_eq_response_mul (x U b α : ℝ) (k : ℕ) :
    occupation x (α + inducedPotential x U b α k) = response x U b k * α := by
  -- the induced potential is itself linear in the perturbation
  have key : inducedPotential x U b α k = inducedPotential x U b 1 k * α := by
    induction k with
    | zero => simp [inducedPotential]
    | succ k ih =>
      simp only [inducedPotential, occupation]
      rw [ih]
      ring
  unfold response occupation
  rw [key]
  ring

/-- For `1 + U x ≠ 0`, the response after `k` updates differs from the screened one by a
term proportional to the `k`-th power of `1 - b (1 + U x)`. -/
theorem response_eq {x U : ℝ} (h : 1 + U * x ≠ 0) (b : ℝ) (k : ℕ) :
    response x U b k
      = screenedResponse x U * (1 + U * x * (1 - b * (1 + U * x)) ^ k) := by
  -- solve the linear recursion for the induced potential
  have key : inducedPotential x U b 1 k * (1 + U * x)
      = -(U * x) * (1 - (1 - b * (1 + U * x)) ^ k) := by
    induction k with
    | zero => simp [inducedPotential]
    | succ k ih =>
      simp only [inducedPotential, occupation]
      linear_combination (1 - b * (1 + U * x)) * ih
  unfold response occupation screenedResponse
  rw [div_mul_eq_mul_div, eq_div_iff h]
  linear_combination (-x) * key

/-- For `x ≠ 0` and `1 + U x ≠ 0`, the screened response is nonzero, and the interaction
extracted from the response before any potential update is exactly `U`. -/
theorem extractedU_zero {x U : ℝ} (hx : x ≠ 0) (h : 1 + U * x ≠ 0) (b : ℝ) :
    screenedResponse x U ≠ 0 ∧ extractedU x U b 0 = U := by
  refine ⟨div_ne_zero (neg_ne_zero.2 hx) h, ?_⟩
  have h0 : response x U b 0 = -x := by
    simp [response, occupation, inducedPotential]
  unfold extractedU screenedResponse
  rw [h0]
  field_simp
  ring

/-- One mixed update late, the response is `-x (1 - b U x)`. -/
theorem response_one (x U b : ℝ) : response x U b 1 = -x * (1 - b * U * x) := by
  simp only [response, occupation, inducedPotential]
  ring

/-- For `x, U, b > 0` and `b U x < 1`, reading the bare response one mixed update late gives
`U (1 - b / (1 - b U x))`, which is strictly below `(1 - b) U`. -/
theorem extractedU_one {x U b : ℝ} (hx : 0 < x) (hU : 0 < U) (hb : 0 < b)
    (hbU : b * U * x < 1) :
    extractedU x U b 1 = U * (1 - b / (1 - b * U * x)) ∧
      extractedU x U b 1 < (1 - b) * U := by
  have hd : 0 < 1 - b * U * x := by linarith
  have hd' : 1 - b * U * x ≠ 0 := hd.ne'
  -- the two cancellations behind the difference of inverse responses
  have hxi : x * x⁻¹ = 1 := mul_inv_cancel₀ hx.ne'
  have hdi : (1 - b * U * x) * (1 - b * U * x)⁻¹ = 1 := mul_inv_cancel₀ hd'
  have e : extractedU x U b 1 = U * (1 - b / (1 - b * U * x)) := by
    unfold extractedU screenedResponse
    rw [response_one, one_div, mul_inv, one_div_div]
    linear_combination (U - b * U * (1 - b * U * x)⁻¹) * hxi - x⁻¹ * hdi
  refine ⟨e, ?_⟩
  -- the denominator is below one, so the subtracted fraction exceeds `b`
  have hlt : b < b / (1 - b * U * x) := by
    rw [lt_div_iff₀ hd]
    have hp : 0 < b * (b * U * x) := by positivity
    linarith
  rw [e]
  have hm := mul_pos hU (sub_pos.2 hlt)
  linarith

/-- For `x, U, b > 0` and `b U x < 1`, the interaction extracted one update late is negative
exactly when `b (1 + U x) > 1`. -/
theorem extractedU_one_neg_iff {x U b : ℝ} (hx : 0 < x) (hU : 0 < U) (hb : 0 < b)
    (hbU : b * U * x < 1) :
    extractedU x U b 1 < 0 ↔ 1 < b * (1 + U * x) := by
  have hd : 0 < 1 - b * U * x := by linarith
  have e : 1 < b / (1 - b * U * x) ↔ 1 * (1 - b * U * x) < b := lt_div_iff₀ hd
  rw [(extractedU_one hx hU hb hbU).1]
  constructor
  · intro h
    have h1 : 1 < b / (1 - b * U * x) := by
      by_contra hc
      have hm := mul_nonneg hU.le (sub_nonneg.2 (not_lt.1 hc))
      linarith
    have h2 := e.1 h1
    linarith
  · intro h
    have h1 := e.2 (by linarith)
    have hm := mul_pos hU (sub_pos.2 h1)
    linarith

/-- Without damping (`b = 1`), and for `x, U > 0` with `U x < 1`, the interaction extracted
one update late is negative. -/
theorem extractedU_one_neg_of_full_mixing {x U : ℝ} (hx : 0 < x) (hU : 0 < U)
    (h : U * x < 1) : extractedU x U 1 1 < 0 := by
  have hp := mul_pos hU hx
  exact (extractedU_one_neg_iff hx hU one_pos (by linarith)).2 (by linarith)

/-- For `x, U, b > 0` and `b (1 + U x) < 2`, the extracted interaction tends to zero as the
response is read ever later. -/
theorem extractedU_tendsto_zero {x U b : ℝ} (hx : 0 < x) (hU : 0 < U) (hb : 0 < b)
    (hconv : b * (1 + U * x) < 2) :
    Tendsto (fun k => extractedU x U b k) atTop (𝓝 0) := by
  have hs : 0 < 1 + U * x := by positivity
  have hX : screenedResponse x U ≠ 0 :=
    div_ne_zero (neg_ne_zero.2 hx.ne') hs.ne'
  have hp := mul_pos hb hs
  have habs : |1 - b * (1 + U * x)| < 1 :=
    abs_lt.2 ⟨by linarith, by linarith⟩
  -- the late response converges to the screened response
  have hr : Tendsto (fun k => response x U b k) atTop (𝓝 (screenedResponse x U)) := by
    have h2 := (((tendsto_pow_atTop_nhds_zero_of_abs_lt_one habs).const_mul
      (U * x)).const_add 1).const_mul (screenedResponse x U)
    rw [mul_zero, add_zero, mul_one] at h2
    exact h2.congr fun k => (response_eq hs.ne' b k).symm
  have h3 := (hr.inv₀ hX).sub_const (screenedResponse x U)⁻¹
  rw [sub_self] at h3
  refine h3.congr fun k => ?_
  simp only [extractedU, one_div]

end

end LinearResponseU
```

```lean
#print axioms LinearResponseU.extractedU_zero
#print axioms LinearResponseU.response_one
#print axioms LinearResponseU.extractedU_one_neg_of_full_mixing
#print axioms LinearResponseU.extractedU_tendsto_zero
```

```
'LinearResponseU.extractedU_zero' depends on axioms: [propext, Classical.choice, Quot.sound]
'LinearResponseU.response_one' depends on axioms: [propext, Classical.choice, Quot.sound]
'LinearResponseU.extractedU_one_neg_of_full_mixing' depends on axioms: [propext, Classical.choice, Quot.sound]
'LinearResponseU.extractedU_tendsto_zero' depends on axioms: [propext, Classical.choice, Quot.sound]
```

## Guarantees for one linear site, and the gap to a many-site calculation

**Definitions and conventions.** All quantities are real numbers, and units are left to the user. The function `occupation` returns an occupation change, not an occupation; its argument `w` is the total potential change. `inducedPotential x U b α k` is vₖ, and `response x U b k` is Xₖ, computed with a unit perturbation. The index `k` counts completed potential updates, so the first diagonalisation of the perturbed run is `k = 0`. A log that numbers its iterations from 1 is shifted by one against this. `screenedResponse` is X, and `extractedU` is the recipe with Xₖ in the place of χ₀.

**The screened response is derived.** `selfConsistent_iff` says that, for 1 + Ux ≠ 0, an occupation change solves the self-consistency equation exactly when it equals Xα. The proof clears the denominator, after which the two equations are rearrangements of each other.

**The size of the perturbation does not matter.** `occupation_eq_response_mul` states that nₖ = Xₖα for every α, which justifies defining the response with α = 1. An induction on `k` shows that the induced potential is proportional to α.

**All iterations at once.** `response_eq` is the closed form Xₖ = X(1 + Ux rᵏ). The inner statement `key` is the solved recursion multiplied by 1 + Ux, which avoids division during the induction. In the induction step the hypothesis is multiplied by r, just as vₖ − V is multiplied by r above.

**The correct reading.** `extractedU_zero` needs only x ≠ 0 and 1 + Ux ≠ 0. It gives the value U for every `b`, and also records that X is nonzero, so that its inverse is meaningful.

**One update late.** `response_one` evaluates the iteration directly. `extractedU_one` then proves the formula and the strict bound together, for x, U, b > 0 and bUx < 1. The formula follows from two cancellations, x · x⁻¹ = 1 and the same for 1 − bUx. The bound follows from b < b/(1 − bUx), multiplied by U. Apart from bUx < 1, no upper limit on b is assumed; for b > 1 the bound (1 − b)U is itself negative.

The condition bUx < 1 matters for the bound. If bUx > 1, the late response has changed sign, and the same algebra puts the extracted value above U; this case is a remark and has no theorem behind it.

**The sign.** `extractedU_one_neg_iff` is the exact criterion b(1 + Ux) > 1. One direction argues by contradiction: if the fraction b/(1 − bUx) were at most 1, the extracted value could not be negative. `extractedU_one_neg_of_full_mixing` sets b = 1, where the criterion reduces to Ux > 0.

**The late limit.** `extractedU_tendsto_zero` assumes x, U, b > 0 and b(1 + Ux) < 2, the range in which this mixing converges. The proof bounds |r| below 1, sends rᵏ to zero in the closed form, and uses the continuity of the inverse at the nonzero number X. It does not require bUx < 1, so an early Xₖ may vanish. Lean then sets 1/Xₖ to zero, which has no influence on the limit.

**From one number to a real calculation.** The step that the hypotheses leave open is the reduction of the electronic system to a single linear site. In a solid the responses form matrices over sites, the recipe uses matrix inverses, and the potential that is mixed is a function in space that also acts on other orbitals. The output potential is then not simply U times one occupation change. The theorems also fix plain linear mixing with a constant b, so schemes that combine several earlier iterations do not follow the closed form in general. For a real code, the formula is a guide to the direction and rough size of the error where one site dominates the response, the output potential on it is close to U times its occupation change, the first update is plain linear mixing and bUx < 1.
